# The equation AX + XB = C has exactly one solution for positive definite A and positive semidefinite B

A first-order response calculation for independent electrons solves \(AX+XB=C\) for the matrix \(X\) of orbital amplitudes, with the perturbation in \(C\) and the orbital energies in \(A\) and \(B\). If \(A\) is positive definite and \(B\) positive semidefinite, there is exactly one such \(X\) for every \(C\).

In Lean 4 with Mathlib:

```lean
import Mathlib

open Matrix
open scoped Kronecker ComplexOrder

namespace KroneckerResponse

variable {m n : Type*} [Fintype m] [Fintype n] [DecidableEq m] [DecidableEq n]

/-- The Kronecker sum `A ⊗ 1 + 1 ⊗ Bᵀ`, a matrix on the composite index set. -/
def kronSum (A : Matrix m m ℂ) (B : Matrix n n ℂ) : Matrix (m × n) (m × n) ℂ :=
  A ⊗ₖ (1 : Matrix n n ℂ) + (1 : Matrix m m ℂ) ⊗ₖ Bᵀ

/-- The amplitude matrix `X` read as a vector of the composite system. -/
def flatten (X : Matrix m n ℂ) : m × n → ℂ := fun p => X p.1 p.2

/-- The quadratic response functional `Re tr X†(AX + XB) - 2 Re tr X†C`. -/
noncomputable def responseFunctional (A : Matrix m m ℂ) (B : Matrix n n ℂ)
    (C X : Matrix m n ℂ) : ℝ :=
  (Xᴴ * (A * X + X * B)).trace.re - 2 * (Xᴴ * C).trace.re

/-- On flattened amplitudes the Kronecker sum acts as `X ↦ AX + XB`. -/
theorem kronSum_mulVec (A : Matrix m m ℂ) (B : Matrix n n ℂ) (X : Matrix m n ℂ) :
    kronSum A B *ᵥ flatten X = flatten (A * X + X * B) := by
  ext ⟨i, j⟩
  simp [kronSum, flatten, Matrix.mulVec, dotProduct,
    Fintype.sum_prod_type, Matrix.mul_apply, Matrix.one_apply, mul_comm]
  -- each Kronecker delta removes one of the two summations
  simp only [mul_add, Finset.sum_add_distrib, mul_ite, mul_zero]
  congr 1
  · simp [mul_comm]
  · rw [Finset.sum_comm]
    simp [mul_comm]

/-- If `u` is a right eigenvector of `A` and `v` a left eigenvector of `B`, the Kronecker sum
multiplies the product amplitude `u_i v_j` by the sum of the two eigenvalues. -/
theorem kronSum_product_state (A : Matrix m m ℂ) (B : Matrix n n ℂ) (u : m → ℂ) (v : n → ℂ)
    (a b : ℂ) (hu : A *ᵥ u = a • u) (hv : v ᵥ* B = b • v) :
    kronSum A B *ᵥ flatten (vecMulVec u v) = (a + b) • flatten (vecMulVec u v) := by
  rw [kronSum_mulVec, Matrix.mul_vecMulVec, Matrix.vecMulVec_mul, hu, hv]
  ext ⟨i, j⟩
  simp only [flatten, Matrix.add_apply, vecMulVec_apply, Pi.smul_apply, smul_eq_mul]
  ring

/-- The quadratic form of the Kronecker sum is the sum of the forms of `A` on the columns of
the amplitude matrix and of `Bᵀ` on its rows. -/
theorem kronSum_form (A : Matrix m m ℂ) (B : Matrix n n ℂ) (X : Matrix m n ℂ) :
    star (flatten X) ⬝ᵥ (kronSum A B *ᵥ flatten X) =
      ∑ j, star (fun i => X i j) ⬝ᵥ (A *ᵥ fun i => X i j) +
      ∑ i, star (X i) ⬝ᵥ (Bᵀ *ᵥ X i) := by
  rw [kronSum_mulVec]
  simp only [dotProduct, flatten, Fintype.sum_prod_type, Pi.star_apply, Matrix.add_apply,
    mul_add, Finset.sum_add_distrib, Matrix.mul_apply, Matrix.mulVec, Matrix.transpose_apply]
  congr 1
  · exact Finset.sum_comm
  · simp only [mul_comm (B _ _)]

/-- For positive definite `A` and positive semidefinite `B`, the Kronecker sum
`A ⊗ 1 + 1 ⊗ Bᵀ` is positive definite. -/
theorem kronSum_posDef {A : Matrix m m ℂ} {B : Matrix n n ℂ}
    (hA : A.PosDef) (hB : B.PosSemidef) : (kronSum A B).PosDef := by
  rw [Matrix.posDef_iff_dotProduct_mulVec]
  refine ⟨?_, ?_⟩
  · change (kronSum A B)ᴴ = kronSum A B
    rw [kronSum, conjTranspose_add, conjTranspose_kronecker, conjTranspose_kronecker,
      conjTranspose_one, conjTranspose_one, hA.isHermitian.eq, hB.transpose.isHermitian.eq]
  · intro x hx
    obtain ⟨X, rfl⟩ : ∃ X : Matrix m n ℂ, flatten X = x := ⟨fun i j => x (i, j), rfl⟩
    -- a nonzero amplitude matrix has a nonzero column
    obtain ⟨⟨i, j⟩, hij⟩ := Function.ne_iff.1 hx
    have hcol : (fun k => X k j) ≠ 0 := fun h => hij (congrFun h i)
    rw [kronSum_form]
    refine add_pos_of_pos_of_nonneg ?_ ?_
    · exact Finset.sum_pos' (fun k _ => hA.posSemidef.dotProduct_mulVec_nonneg _)
        ⟨j, Finset.mem_univ j, hA.dotProduct_mulVec_pos hcol⟩
    · exact Finset.sum_nonneg fun k _ => hB.transpose.dotProduct_mulVec_nonneg _

/-- For positive definite `A` and positive semidefinite `B`, the response equation
`AX + XB = C` has exactly one solution `X` for every right-hand side `C`. -/
theorem response_existsUnique {A : Matrix m m ℂ} {B : Matrix n n ℂ}
    (hA : A.PosDef) (hB : B.PosSemidef) (C : Matrix m n ℂ) :
    ∃! X : Matrix m n ℂ, A * X + X * B = C := by
  have hdet : IsUnit (kronSum A B).det :=
    (Matrix.isUnit_iff_isUnit_det _).1 (kronSum_posDef hA hB).isUnit
  have inj : ∀ Y Z : Matrix m n ℂ, flatten Y = flatten Z → Y = Z := by
    intro Y Z h
    ext i j
    exact congrFun h (i, j)
  -- solve the flattened linear system with the inverse Kronecker sum
  obtain ⟨X, hX⟩ : ∃ X : Matrix m n ℂ, flatten X = (kronSum A B)⁻¹ *ᵥ flatten C :=
    ⟨fun i j => ((kronSum A B)⁻¹ *ᵥ flatten C) (i, j), rfl⟩
  refine ⟨X, ?_, ?_⟩
  · apply inj
    rw [← kronSum_mulVec, hX, Matrix.mulVec_mulVec, Matrix.mul_nonsing_inv _ hdet,
      Matrix.one_mulVec]
  · intro Y hY
    apply inj
    rw [hX, ← hY, ← kronSum_mulVec, Matrix.mulVec_mulVec, Matrix.nonsing_inv_mul _ hdet,
      Matrix.one_mulVec]

/-- For positive definite `A` and positive semidefinite `B`, the quadratic part of the response
functional is strictly positive on every nonzero amplitude matrix. -/
theorem response_form_pos {A : Matrix m m ℂ} {B : Matrix n n ℂ}
    (hA : A.PosDef) (hB : B.PosSemidef) {D : Matrix m n ℂ} (hD : D ≠ 0) :
    0 < (Dᴴ * (A * D + D * B)).trace.re := by
  have hne : flatten D ≠ 0 := by
    intro h
    apply hD
    ext i j
    exact congrFun h (i, j)
  have htr : ∀ Y : Matrix m n ℂ, (Dᴴ * Y).trace = star (flatten D) ⬝ᵥ flatten Y := by
    intro Y
    simp only [Matrix.trace, Matrix.diag_apply, Matrix.mul_apply, conjTranspose_apply,
      dotProduct, flatten, Fintype.sum_prod_type, Pi.star_apply]
    exact Finset.sum_comm
  have h := (kronSum_posDef hA hB).dotProduct_mulVec_pos hne
  rw [kronSum_mulVec, ← htr] at h
  simpa using (Complex.lt_def.1 h).1

/-- Variational principle: for positive definite `A` and positive semidefinite `B`, `X` solves
`AX + XB = C` exactly when every other amplitude matrix has a larger response functional. -/
theorem response_iff_minimiser {A : Matrix m m ℂ} {B : Matrix n n ℂ}
    (hA : A.PosDef) (hB : B.PosSemidef) (C X : Matrix m n ℂ) :
    A * X + X * B = C ↔
      ∀ Y, Y ≠ X → responseFunctional A B C X < responseFunctional A B C Y := by
  have key : ∀ X : Matrix m n ℂ, A * X + X * B = C →
      ∀ Y, Y ≠ X → responseFunctional A B C X < responseFunctional A B C Y := by
    intro X hX Y hY
    obtain ⟨D, rfl⟩ : ∃ D, Y = X + D := ⟨Y - X, by abel⟩
    have hD : D ≠ 0 := by
      rintro rfl
      exact hY (add_zero X)
    have hpos := response_form_pos hA hB hD
    -- hermiticity turns one cross term into the conjugate of the other
    have hsym : (Xᴴ * (A * D + D * B)).trace = star (Dᴴ * C).trace := by
      rw [← hX, ← Matrix.trace_conjTranspose]
      simp only [conjTranspose_mul, conjTranspose_add, conjTranspose_conjTranspose,
        hA.isHermitian.eq, hB.isHermitian.eq, Matrix.mul_add,
        Matrix.trace_add, Matrix.mul_assoc]
      rw [← Matrix.mul_assoc Xᴴ D B, Matrix.trace_mul_comm (Xᴴ * D) B]
    have hre : (Xᴴ * (A * D + D * B)).trace.re = (Dᴴ * C).trace.re := by
      rw [hsym, Complex.star_def, Complex.conj_re]
    have hexp : (X + D)ᴴ * (A * (X + D) + (X + D) * B) =
        Xᴴ * (A * X + X * B) + Xᴴ * (A * D + D * B) +
        Dᴴ * (A * X + X * B) + Dᴴ * (A * D + D * B) := by
      simp only [conjTranspose_add, Matrix.mul_add, Matrix.add_mul]
      abel
    unfold responseFunctional
    rw [hexp, hX, conjTranspose_add, Matrix.add_mul]
    simp only [Matrix.trace_add, Complex.add_re]
    linarith
  refine ⟨key X, fun hmin => ?_⟩
  -- a strict minimiser must be the solution that is known to exist
  obtain ⟨Z, hZ, -⟩ := response_existsUnique hA hB C
  by_cases h : Z = X
  · exact h ▸ hZ
  · exact absurd (hmin Z h) (not_lt_of_ge (key Z hZ X (Ne.symm h)).le)

end KroneckerResponse
```

## Orbital response as a Sylvester equation

In a basis of orthonormal orbitals, let \(F_{vv}\) and \(F_{oo}\) be the virtual and occupied blocks of a one-electron Hamiltonian whose mixed blocks vanish, and \(V_{vo}\) the virtual–occupied block of a static perturbation. The first-order amplitudes obey

\[
F_{vv}X-XF_{oo}=-V_{vo}.
\]

Suppose that the highest occupied level lies strictly below the lowest virtual one, and choose an energy \(\mu\) strictly below the lowest virtual level and not below the highest occupied one. Then \(A=F_{vv}-\mu\) is positive definite, \(B=\mu-F_{oo}\) is positive semidefinite, and \(\mu\) cancels from \(AX+XB\).

In canonical orbitals the solution is \(X_{ij}=-(V_{vo})_{ij}/(\varepsilon^v_i-\varepsilon^o_j)\), with virtual energies \(\varepsilon^v_i\) and occupied energies \(\varepsilon^o_j\). In localised orbitals the blocks are in general not diagonal, and conjugate gradients can solve the equation. Each iteration forms \(AX+XB\) from two matrix products and never stores the large matrix acting on the flattened \(X\).

In the code, the finite types `m` and `n` label virtual and occupied orbitals. `PosDef` and `PosSemidef` both include hermiticity. The model is finite-dimensional and non-interacting: coupled response adds two-electron terms that in general do not have the form \(AX+XB\).

## The Kronecker sum and its eigenvalues

`flatten` reads \(X\) as a vector with components \(X_{ij}\), and `kronSum` is \(K=A\otimes1+1\otimes B^T\). The Kronecker deltas each remove one sum:

\[
(KX)_{ij}=\sum_k A_{ik}X_{kj}+\sum_l X_{il}B_{lj}=(AX+XB)_{ij}.
\]

This is `kronSum_mulVec`; the transpose in \(K\) puts \(B\) on the right of \(X\).

If \(Au=au\) and \(v^TB=bv^T\), then \(X=uv^T\) gives \(AX+XB=(a+b)X\). `kronSum_product_state` states this for any complex \(A\) and \(B\), with no conjugate on \(v\).

## Positivity, column by column and row by row

Write \(x_j\) for the columns of \(X\) and \(r_i\) for its rows, taken as column vectors. Multiplying the formula for \(KX\) by \(X_{ij}^*\) and summing gives `kronSum_form`:

\[
\langle X,KX\rangle=\sum_j x_j^\dagger Ax_j+\sum_i r_i^\dagger B^Tr_i .
\]

The second sum is non-negative, because \(r^\dagger B^Tr=\bar r^\dagger B\bar r\ge0\). A nonzero \(X\) has a nonzero column, so the first sum is positive. `kronSum_posDef` combines the two with `add_pos_of_pos_of_nonneg`, after checking that \(K^\dagger=K\).

If \(Kx=0\), then \(x^\dagger Kx=0\) and hence \(x=0\), so the square matrix \(K\) is invertible. `response_existsUnique` constructs \(X\) from \(K^{-1}\) applied to the flattened \(C\). One product, \(KK^{-1}=1\), shows that it solves the equation; the other, \(K^{-1}K=1\), shows that any solution equals it.

Both sign conditions matter already for \(1\times1\) matrices. With \(A=B=0\), the equation has no solution for \(C=1\), so two semidefinite matrices are not enough. With \(A=1\) and \(B=-1\), the left side again vanishes for every \(X\), so a positive definite \(A\) with a merely Hermitian \(B\) is not enough either.

## The solution as a strict minimum

`responseFunctional` is

\[
J(X)=\operatorname{Re}\operatorname{tr}X^\dagger(AX+XB)-2\operatorname{Re}\operatorname{tr}X^\dagger C .
\]

`response_iff_minimiser` says that \(X\) solves the equation exactly when \(J(X)<J(Y)\) for every \(Y\ne X\).

Let \(X\) be a solution and \(Y=X+D\) with \(D\ne0\). Hermiticity and the cyclic trace give

\[
\operatorname{tr}X^\dagger(AD+DB)=\operatorname{tr}(AX+XB)^\dagger D=\operatorname{tr}C^\dagger D=\overline{\operatorname{tr}D^\dagger C}.
\]

This is `hsym` in the code. The two cross terms in the expansion `hexp` therefore both have real part \(\operatorname{Re}\operatorname{tr}D^\dagger C\), and they cancel the change \(-2\operatorname{Re}\operatorname{tr}D^\dagger C\) of the source term. What remains is

\[
J(X+D)-J(X)=\operatorname{Re}\operatorname{tr}D^\dagger(AD+DB)>0,
\]

where the inequality is `response_form_pos`, the positivity of \(K\) written as a trace.

Conversely, let \(X\) be a strict minimiser and \(Z\) the solution already known to exist. If \(Z\ne X\), then \(J(X)<J(Z)\) by assumption and \(J(Z)<J(X)\) by the first half, a contradiction. Hence \(X=Z\).

```lean
#print axioms KroneckerResponse.kronSum_product_state
-- 'KroneckerResponse.kronSum_product_state' depends on axioms: [propext, Classical.choice, Quot.sound]
#print axioms KroneckerResponse.response_existsUnique
-- 'KroneckerResponse.response_existsUnique' depends on axioms: [propext, Classical.choice, Quot.sound]
#print axioms KroneckerResponse.response_iff_minimiser
-- 'KroneckerResponse.response_iff_minimiser' depends on axioms: [propext, Classical.choice, Quot.sound]
```
